# Equally coupled classical antiferromagnetic spins: the energy bound $-Jn/2$ and the 120-degree order of the trimer

A numerical search for the lowest-energy arrangement of classical spins can stop at a stationary configuration that is not a global minimum, so one wants a way to tell whether the lowest energy has been reached. Take $n$ unit spins $a_i$ with the same antiferromagnetic coupling $J>0$ on every pair and the energy $J\sum_{i<j}a_i\cdot a_j$, in which each pair counts once. Comparing this energy with $-Jn/2$ can settle the matter: no configuration lies lower, so one that reaches this value is a global minimum. Equivalently, one can add up the spins and see whether the total vanishes. For three spins a vanishing total also fixes the angles, which are all 120 degrees.

The Lean file below proves these statements for classical vectors of fixed length. Quantum spin operators, unequal couplings, anisotropy and applied fields are not treated.

## Spins as vectors, energy as a sum over pairs

```lean
import Mathlib

open scoped InnerProductSpace

namespace HeisenbergTrimer

noncomputable section

variable {E : Type*} [NormedAddCommGroup E] [InnerProductSpace ℝ E] {n : ℕ}
```

The `variable` line sets the stage for everything that follows. `E` is the space in which the spins live: a real vector space with an inner product and the norm that belongs to it. Ordinary three-dimensional space is one example, and a plane is another. No dimension is fixed. The natural number `n` is the number of spins.

The notation `⟪x, y⟫_ℝ` is the real inner product, written $\langle x,y\rangle$ here. For ordinary spin vectors it is the dot product.

```lean
/-- Energy of `n` classical spins in which every pair is coupled with the same exchange
constant `J`, each pair being counted once. -/
def energy (J : ℝ) (a : Fin n → E) : ℝ :=
  J * ∑ i, ∑ j with i < j, ⟪a i, a j⟫_ℝ
```

A spin configuration is a function `a : Fin n → E`. The type `Fin n` contains the labels $0,1,\dots,n-1$, so `a i` is the spin $a_i$ on site $i$. The definition reads
$$
H_J(a)=J\sum_{i<j}\langle a_i,a_j\rangle .
$$

The condition `i < j` under the inner sum ensures that each bond counts once. There is no minus sign in front, so positive $J$ favours antiparallel spins. Papers and programs that count each pair twice, or write the Hamiltonian with $-J$ or $-2J$, need their constant converted first.

The number $J$ stands for the effective exchange coupling between two sites. Using one value for all pairs is natural for an equilateral triangle or a regular tetrahedron of equivalent magnetic ions. In a larger cluster it is an idealisation, because distant pairs are then coupled as strongly as neighbours.

## The energy seen through the total spin

```lean
/-- The squared length of the total spin is the sum of the squared spin lengths plus twice
the sum of all pair overlaps. -/
theorem norm_sq_total_spin (a : Fin n → E) :
    ‖∑ i, a i‖ ^ 2 = ∑ i, ‖a i‖ ^ 2 + 2 * ∑ i, ∑ j with i < j, ⟪a i, a j⟫_ℝ := by
  -- each ordered pair is diagonal, above the diagonal, or below it
  have split : ∀ i j, ⟪a i, a j⟫_ℝ = (if i = j then ‖a i‖ ^ 2 else 0) +
      ((if i < j then ⟪a i, a j⟫_ℝ else 0) + (if j < i then ⟪a j, a i⟫_ℝ else 0)) := by
    intro i j
    rcases lt_trichotomy i j with h | h | h
    · rw [if_neg h.ne, if_pos h, if_neg (lt_asymm h)]
      ring
    · subst h
      simp
    · rw [if_neg h.ne', if_neg (lt_asymm h), if_pos h, real_inner_comm]
      ring
  -- the two triangular halves are equal
  have swap : ∑ i, ∑ j, (if j < i then ⟪a j, a i⟫_ℝ else 0) =
      ∑ i, ∑ j, (if i < j then ⟪a i, a j⟫_ℝ else 0) := Finset.sum_comm
  have expand : ‖∑ i, a i‖ ^ 2 = ∑ i, ∑ j, ((if i = j then ‖a i‖ ^ 2 else 0) +
      ((if i < j then ⟪a i, a j⟫_ℝ else 0) + (if j < i then ⟪a j, a i⟫_ℝ else 0))) := by
    rw [← real_inner_self_eq_norm_sq, sum_inner]
    refine Finset.sum_congr rfl fun i _ => ?_
    rw [inner_sum]
    exact Finset.sum_congr rfl fun j _ => split i j
  rw [expand]
  simp only [Finset.sum_add_distrib]
  rw [swap]
  simp only [Finset.sum_ite_eq, Finset.mem_univ, if_true, Finset.sum_filter]
  ring
```

Let $S=\sum_i a_i$ be the total spin. The theorem says that
$$
\|S\|^2=\sum_i\|a_i\|^2+2\sum_{i<j}\langle a_i,a_j\rangle ,
$$
for spins of any lengths. By hand, one expands the square into a double sum and sorts its terms:
$$
\|S\|^2=\sum_{i,j}\langle a_i,a_j\rangle
=\sum_i\langle a_i,a_i\rangle+\sum_{i<j}\langle a_i,a_j\rangle+\sum_{j<i}\langle a_i,a_j\rangle .
$$
The first sum is $\sum_i\|a_i\|^2$. In the last one, the symmetry of the inner product gives $\langle a_i,a_j\rangle=\langle a_j,a_i\rangle$, and exchanging the names $i$ and $j$ turns it into the second sum.

The Lean proof follows the same route. The step `split` treats a single term of the double sum and distinguishes the cases $i<j$, $i=j$ and $j<i$. The `if ... then ... else 0` expressions act as indicator functions for the three regions. The step `swap` shows that the two triangular sums are equal by exchanging the order of summation, and `expand` uses linearity in both arguments to write $\|S\|^2$ as the double sum. The remaining lines collapse the diagonal and collect terms.

```lean
/-- For unit spins the energy depends on the configuration only through the length of the
total spin. -/
theorem energy_eq_total_spin (J : ℝ) (a : Fin n → E) (ha : ∀ i, ‖a i‖ = 1) :
    energy J a = J / 2 * (‖∑ i, a i‖ ^ 2 - n) := by
  have hn : ∑ i, ‖a i‖ ^ 2 = (n : ℝ) := by simp [ha]
  rw [norm_sq_total_spin, hn, energy]
  ring
```

The hypothesis `ha : ∀ i, ‖a i‖ = 1` says that every spin has unit length. Then $\sum_i\|a_i\|^2=n$, and solving the previous identity for the pair sum gives
$$
\sum_{i<j}\langle a_i,a_j\rangle=\tfrac12\left(\|S\|^2-n\right),
\qquad
H_J(a)=\frac J2\left(\|S\|^2-n\right).
$$
This holds for either sign of $J$. In the proof, `hn` evaluates the sum of squared lengths, the rewriting inserts the identity for $\|S\|^2$, and `ring` checks the remaining algebra. If the physical spins have length $s$, the factor $s^2$ can be absorbed into $J$.

## The lower bound and when it is reached

```lean
/-- For antiferromagnetic coupling the energy of `n` unit spins is at least `-J n / 2`, and
this value is taken exactly when the total spin vanishes. -/
theorem energy_bound {J : ℝ} (hJ : 0 < J) (a : Fin n → E) (ha : ∀ i, ‖a i‖ = 1) :
    -(J * n / 2) ≤ energy J a ∧ (energy J a = -(J * n / 2) ↔ ∑ i, a i = 0) := by
  rw [energy_eq_total_spin J a ha]
  constructor
  · have h := mul_nonneg hJ.le (sq_nonneg ‖∑ i, a i‖)
    linarith
  · constructor
    · intro h
      have h0 : J * ‖∑ i, a i‖ ^ 2 = 0 := by linarith
      have h1 : ‖∑ i, a i‖ ^ 2 = 0 := (mul_eq_zero.1 h0).resolve_left hJ.ne'
      exact norm_eq_zero.1 (pow_eq_zero_iff (two_ne_zero) |>.1 h1)
    · intro h
      rw [h, norm_zero]
      ring
```

The hypothesis `hJ : 0 < J` selects antiferromagnetic coupling. The conclusion has two parts joined by `∧`, which means "and":
$$
-\frac{Jn}{2}\le H_J(a),
\qquad\text{and}\qquad
H_J(a)=-\frac{Jn}{2}\iff \sum_i a_i=0 .
$$
For $J=1$ this is a statement about the bare pair sum $\sum_{i<j}\langle a_i,a_j\rangle$, which is at least $-n/2$.

By hand, the formula for the energy gives
$$
H_J(a)+\frac{Jn}{2}=\frac J2\,\|S\|^2\ge 0 .
$$
This is the bound. Since $J>0$, the right-hand side is zero only if $\|S\|^2=0$, hence only if $S=0$. Conversely, $S=0$ makes it zero.

The first line of the proof replaces the energy by its total-spin form in both parts of the statement. The inequality then follows from $J\|S\|^2\ge0$ by linear arithmetic, which is the job of `linarith`. For the equivalence, `h0` is the equation $J\|S\|^2=0$, and `h1` divides out the nonzero factor $J$. The last step of that direction passes from a vanishing squared norm to a vanishing vector.

The theorem does not say that a configuration with $S=0$ exists. A single unit spin cannot have zero total, and neither can three unit spins confined to a line. In such cases the inequality remains true but is strict.

## Three spins at 120 degrees

```lean
/-- Three antiferromagnetically coupled unit spins have energy `-3J/2` exactly when every two
of them have overlap `-1/2`, that is, enclose an angle of 120 degrees. -/
theorem trimer_120_degree_order {J : ℝ} (hJ : 0 < J) (a : Fin 3 → E)
    (ha : ∀ i, ‖a i‖ = 1) :
    energy J a = -(3 * J / 2) ↔
      ⟪a 0, a 1⟫_ℝ = -1 / 2 ∧ ⟪a 1, a 2⟫_ℝ = -1 / 2 ∧ ⟪a 2, a 0⟫_ℝ = -1 / 2 := by
  have e : -(3 * J / 2) = -(J * ((3 : ℕ) : ℝ) / 2) := by
    push_cast
    ring
  rw [e, (energy_bound hJ a ha).2, Fin.sum_univ_three]
  have self : ∀ k, ⟪a k, a k⟫_ℝ = 1 := by
    intro k
    rw [real_inner_self_eq_norm_sq, ha]
    norm_num
  have c01 := real_inner_comm (a 0) (a 1)
  have c12 := real_inner_comm (a 1) (a 2)
  have c20 := real_inner_comm (a 2) (a 0)
  constructor
  · intro hS
    -- project the vanishing total spin on each of the three spins
    have key : ∀ k, ⟪a k, a 0⟫_ℝ + ⟪a k, a 1⟫_ℝ + ⟪a k, a 2⟫_ℝ = 0 := by
      intro k
      rw [← inner_add_right, ← inner_add_right, hS, inner_zero_right]
    have k0 := key 0
    have k1 := key 1
    have k2 := key 2
    have s0 := self 0
    have s1 := self 1
    have s2 := self 2
    refine ⟨?_, ?_, ?_⟩ <;> linarith
  · rintro ⟨h01, h12, h20⟩
    -- the total spin has length zero
    have hz : ⟪a 0 + a 1 + a 2, a 0 + a 1 + a 2⟫_ℝ = 0 := by
      simp only [inner_add_left, inner_add_right]
      linarith [self 0, self 1, self 2]
    exact inner_self_eq_zero.1 hz
```

Three spins carry the labels 0, 1 and 2. The theorem states that their energy equals $-3J/2$ exactly when
$$
\langle a_0,a_1\rangle=\langle a_1,a_2\rangle=\langle a_2,a_0\rangle=-\tfrac12 .
$$
For unit vectors the inner product is the cosine of the enclosed angle, and $\cos\theta=-\tfrac12$ means $\theta=120^\circ$.

For the derivation, write $x=\langle a_0,a_1\rangle$, $y=\langle a_1,a_2\rangle$ and $z=\langle a_2,a_0\rangle$. By the bound for $n=3$, energy $-3J/2$ is equivalent to $a_0+a_1+a_2=0$. Taking the inner product of this equation with $a_0$, $a_1$ and $a_2$ in turn gives
$$
1+x+z=0,\qquad x+1+y=0,\qquad z+y+1=0 .
$$
The first two equations added together, minus the third, leave $1+2x=0$, so $x=-\tfrac12$. The first equation then gives $z=-\tfrac12$, and the second gives $y=-\tfrac12$.

In the other direction, if all three overlaps are $-\tfrac12$, then
$$
\|S\|^2=3+2(x+y+z)=3-3=0,
$$
and the total spin vanishes.

In Lean, the auxiliary equation `e` brings $-3J/2$ into the form $-Jn/2$ with $n=3$, so that the equality part of `energy_bound` applies. The statement `self` records $\langle a_k,a_k\rangle=1$, and `c01`, `c12` and `c20` record the symmetry of the inner product. The statement `key` is the projection of $S=0$ on spin $k$. Its three instances `k0`, `k1` and `k2` are the linear equations above, which `linarith` solves. The converse expands $\langle S,S\rangle$ into nine terms and finds zero.

The overlaps fix the shape of the arrangement but not its orientation: rotating all three spins together leaves the energy unchanged. In a non-collinear electronic-structure calculation on an equilateral magnetic trimer, this pattern is a reasonable choice of starting moments to the extent that a classical model with equal antiferromagnetic exchange couplings describes the cluster.

## Regular polygons reach the bound

```lean
/-- Planar spins pointing to the corners of a regular `n`-gon, written as complex numbers. -/
def polygon (n : ℕ) (k : Fin n) : ℂ :=
  Complex.exp (2 * Real.pi * Complex.I / n) ^ (k : ℕ)
```

This definition supplies explicit planar configurations. The plane is represented by the complex numbers, and with $\omega=e^{2\pi i/n}$, where $i$ is the imaginary unit, spin number $k$ is
$$
a_k=\omega^k,\qquad k=0,\dots,n-1 .
$$
It points at the angle $2\pi k/n$. Regarded as a real inner-product space, `ℂ` carries the ordinary dot product of the plane.

```lean
/-- For every `n ≥ 2` the regular polygon consists of unit spins and has energy
`-J n / 2`. -/
theorem polygon_attains_bound (J : ℝ) (hn : 2 ≤ n) :
    (∀ k, ‖polygon n k‖ = 1) ∧ energy J (polygon n) = -(J * n / 2) := by
  have hn0 : n ≠ 0 := by omega
  have hp := Complex.isPrimitiveRoot_exp n hn0
  have hnorm : ‖Complex.exp (2 * Real.pi * Complex.I / n)‖ = 1 := by
    refine (pow_eq_one_iff_of_nonneg (norm_nonneg _) hn0).1 ?_
    rw [← norm_pow, hp.pow_eq_one, norm_one]
  have hunit : ∀ k, ‖polygon n k‖ = 1 := by
    intro k
    rw [polygon, norm_pow, hnorm, one_pow]
  -- the roots of unity sum to zero
  have hsum : ∑ k, polygon n k = 0 := by
    have h := Fin.sum_univ_eq_sum_range
      (fun k : ℕ => Complex.exp (2 * Real.pi * Complex.I / n) ^ k) n
    exact h.trans (hp.geom_sum_eq_zero (by omega))
  refine ⟨hunit, ?_⟩
  rw [energy_eq_total_spin J _ hunit, hsum, norm_zero]
  ring
```

For every $n\ge2$ these spins have unit length and energy $-Jn/2$. Combined with the lower bound for $J>0$, this makes $-Jn/2$ the exact minimum for planar spins, and not merely an estimate from below. Since three-dimensional space contains a plane, the same polygon attains the minimum there too. For $n=2$ it is an antiparallel pair, and for $n=3$ it is the 120-degree order.

By hand, $|\omega|=1$ gives $|\omega^k|=1$. Because $n\ge2$, we have $\omega\ne1$, and the geometric sum yields
$$
S=\sum_{k=0}^{n-1}\omega^k=\frac{\omega^n-1}{\omega-1}=0 .
$$
Inserting $S=0$ in the total-spin formula gives the energy $-Jn/2$.

The proof takes from Mathlib the fact `hp` that $\omega$ is a primitive $n$-th root of unity. The step `hnorm` obtains $|\omega|=1$ from $|\omega|^n=1$, `hunit` extends this to all the spins, and `hsum` is the vanishing geometric sum. The energy formula is used without any assumption on the sign of $J$, so the theorem needs none.

## Four spins leave an angle free

```lean
/-- Four unit spins forming two antiparallel pairs have energy `-2J`, whatever the angle between the
axes `u` and `v` of the two pairs. -/
theorem tetramer_free_angle (J : ℝ) (u v : E) (hu : ‖u‖ = 1) (hv : ‖v‖ = 1) :
    energy J ![u, -u, v, -v] = -(2 * J) := by
  have hunit : ∀ i, ‖(![u, -u, v, -v] : Fin 4 → E) i‖ = 1 := by
    intro i
    fin_cases i <;> simp [hu, hv]
  have hsum : ∑ i, (![u, -u, v, -v] : Fin 4 → E) i = 0 := by
    simp [Fin.sum_univ_four]
  rw [energy_eq_total_spin J _ hunit, hsum, norm_zero]
  push_cast
  ring

end

end HeisenbergTrimer
```

The expression `![u, -u, v, -v]` lists the four spins in order. Here $u$ and $v$ are arbitrary unit vectors, and the theorem gives the energy $-2J$ for every such choice. This is the bound $-Jn/2$ at $n=4$.

The total spin is $u-u+v-v=0$, so the energy is $\frac J2(0-4)=-2J$. The individual bonds show how the angle drops out. With $c=\langle u,v\rangle$, the six pair overlaps add up to
$$
-1+c-c-c+c-1=-2 .
$$

The Lean proof checks the unit length of each of the four spins by going through the labels with `fin_cases`, verifies that the sum is zero, and applies the energy formula.

Checking the energy, or the length of the total spin, against its minimum value works for the trimer and the tetramer alike. Comparing the pairwise angles of two minimisation runs is different: for three spins that can turn freely in a plane or in space, the angles agree whenever both runs have reached the global minimum, while for four they can differ even then.

```lean
#print axioms HeisenbergTrimer.trimer_120_degree_order
-- 'HeisenbergTrimer.trimer_120_degree_order' depends on axioms: [propext, Classical.choice, Quot.sound]
#print axioms HeisenbergTrimer.polygon_attains_bound
-- 'HeisenbergTrimer.polygon_attains_bound' depends on axioms: [propext, Classical.choice, Quot.sound]
#print axioms HeisenbergTrimer.tetramer_free_angle
-- 'HeisenbergTrimer.tetramer_free_angle' depends on axioms: [propext, Classical.choice, Quot.sound]
```
